# A finite group of invertible integer 2 by 2 matrices has 1, 2, 3, 4, 6, 8 or 12 elements

## Counting the operations before reducing a k-point mesh

A band-structure calculation for a two-dimensional crystal usually keeps one k point from each set related by symmetry. The in-plane parts of the point-group operations can be listed for this purpose as integer 2 by 2 matrices in a lattice basis. If the list contains ten distinct matrices, it cannot be a group: an operation is missing or a false one was accepted, perhaps through a loose tolerance. A permitted number does not prove the list right. The largest permitted number bounds the saving: the in-plane operations relate at most 12 k points to one another.

## Lattice operations as integer matrices

Let \(a_1,a_2\) be a basis of a plane lattice. A linear map that takes the lattice onto itself sends the point with integer coordinates \((x,y)\) to another such point, and so does its inverse. Its matrix

\[
g=\begin{pmatrix}a&b\\c&d\end{pmatrix}
\]

therefore has integer entries and an integer inverse, so \(\det g=\pm1\). In Lean these matrices form the type `LatticeOp`, the units of `Mat`, and `g.val 0 0`, `g.val 0 1`, `g.val 1 0`, `g.val 1 1` are \(a,b,c,d\).

The theorem `point_group_orders` says that, for a natural number \(n\), there is a finite subgroup `G` of `LatticeOp` with `Nat.card G = n` if and only if \(n\) is 1, 2, 3, 4, 6, 8 or 12. `Finite G` is a hypothesis on the group. For a crystal it stands for the fact that point operations preserve lengths and only finitely many lattice vectors have a given length. The passage from the isometries of an actual crystal to such a matrix group is the step left to the physics.

"Rotation" here means determinant 1; in an oblique basis the matrix need not be orthogonal. The theorem concerns numbers of elements and does not classify the groups: the fourfold rotations and the group generated by two perpendicular mirrors both have four elements.

## Rotations share a complex eigenvector

Let \(H\) be a finite group of rotations. Sum the squared coordinate length of \(h(x,y)^T\) over \(h\in H\):

\[
F(x,y)=\sum_{h\in H}|h(x,y)^T|^2=Px^2+2Qxy+Ry^2 .
\]

Replacing \((x,y)^T\) by \(g(x,y)^T\) with \(g\in H\) only permutes the terms, so \(F\) is invariant. The term \(h=1\) gives \(F(x,y)\ge x^2+y^2\). Hence \(P=F(1,0)>0\), and \(F(-Q,P)=P(PR-Q^2)>0\) gives \(PR-Q^2>0\). The number

\[
\tau=\frac{-Q+i\sqrt{PR-Q^2}}{P}
\]

has \(\operatorname{Im}\tau>0\) and solves \(P\tau^2+2Q\tau+R=0\).

With \(S=\begin{pmatrix}P&Q\\Q&R\end{pmatrix}\), invariance reads \(g^TSg=S\), or \(Sg=(g^{-1})^TS\). Since \(\det g=1\), the first column of this equation gives

\[
P(d-a)=2cQ,\qquad -cR=bP .
\]

Therefore

\[
P\,[c\tau^2+(d-a)\tau-b]=c\,(P\tau^2+2Q\tau+R)=0,
\]

which says \(a\tau+b=(c\tau+d)\tau\). So \((\tau,1)^T\) is an eigenvector of every \(g\in H\), with eigenvalue \(\mu(g)=c\tau+d\).

## An integer trace leaves five orders for a rotation group

Eigenvalues on a common eigenvector multiply: \(\mu(gh)=\mu(g)\mu(h)\). If \(\mu(g)=1\), then \(c\tau+(d-1)=0\). Its imaginary part gives \(c=0\), so \(d=1\), and \(a\tau+b=\tau\) gives \(a=1\), \(b=0\). Thus \(\mu\) is injective.

If \(H\) has \(N\) elements, their eigenvalues are \(N\) different solutions of \(\mu^N=1\), hence all the \(N\)th roots of unity. So \(H\) is cyclic. Let \(g\) be a generator, \(\mu=\mu(g)\) and \(t=\operatorname{tr}g\). The characteristic equation is \(\mu^2-t\mu+1=0\), and \(|\mu|=1\), so

\[
|t|=|t\mu|=|\mu^2+1|\le2 .
\]

The integer \(t\) has five possible values:

- \(t=2\): \((\mu-1)^2=0\), so \(\mu=1\).
- \(t=1\): \(\mu^2-\mu+1=0\), so \(\mu^3=-1\) and \(\mu^6=1\).
- \(t=0\): \(\mu^2=-1\), so \(\mu^4=1\).
- \(t=-1\): \(\mu^2+\mu+1=0\), so \(\mu^3=1\).
- \(t=-2\): \((\mu+1)^2=0\), so \(\mu=-1\).

Hence \(N\) divides 4 or 6, and \(N\in\{1,2,3,4,6\}\).

## Reflections at most double the number

In a finite group \(G\) of lattice operations, the rotations are the kernel of the determinant, which takes at most the two values \(\pm1\). So \(G\) has \(N\) or \(2N\) elements, which gives the list.

All seven numbers occur. Take

\[
A_4=\begin{pmatrix}0&-1\\1&0\end{pmatrix},\quad
A_6=\begin{pmatrix}1&-1\\1&0\end{pmatrix},\quad
s=\begin{pmatrix}0&1\\1&0\end{pmatrix}.
\]

These are a quarter turn of the square lattice, a 60° turn of the hexagonal lattice with basis vectors at 120°, and the mirror exchanging the basis vectors. Since \(sA_ks=A_k^{-1}\), the powers of \(A_4\) and their products with \(s\) form a group of 8 elements, and those of \(A_6\) with their products a group of 12. The powers of \(A_4\) give 4; those of \(A_6\), \(A_6^2\), \(A_6^3\) and \(A_6^6\) give 6, 3, 2 and 1.

## The sixfold group in numbers

For the six powers of \(A_6\), the sum is \(F=8x^2-8xy+8y^2\), so \(P=R=8\) and \(Q=-4\). Then

\[
\tau=\frac{4+i\sqrt{48}}{8}=\frac{1+i\sqrt3}{2}=e^{i\pi/3}.
\]

With \(c=1\), \(d=0\), the eigenvalue of \(A_6\) is \(\mu=\tau\), the phase of a 60° turn.

## Five elements with real entries

If real entries are allowed, the rotation by 72° generates a group of five matrices. Its trace \(2\cos72^\circ\approx0.618\) satisfies the bound \(|t|\le2\) but is not an integer.

## The Lean file

```lean
import Mathlib

namespace PlanePointGroups

/-- Integer 2 by 2 matrices: linear maps of a plane lattice written in a lattice basis. -/
abbrev Mat := Matrix (Fin 2) (Fin 2) ℤ

/-- Invertible integer matrices: the linear operations that map a plane lattice onto itself. -/
abbrev LatticeOp := Matˣ

/-- The elements of a finite group of lattice rotations (determinant 1) have a common complex
eigenvector `(τ, 1)` with `Im τ > 0`. -/
theorem common_eigenvector (H : Subgroup LatticeOp) [Finite H]
    (hdet : ∀ g ∈ H, g.val.det = 1) :
    ∃ τ : ℂ, 0 < τ.im ∧ ∀ g ∈ H, (g.val 0 0 : ℂ) * τ + (g.val 0 1 : ℂ)
      = ((g.val 1 0 : ℂ) * τ + (g.val 1 1 : ℂ)) * τ := by
  have := Fintype.ofFinite H
  -- squared length of the image of (x, y), summed over the group, is a quadratic form
  let q : H → ℤ → ℤ → ℤ := fun h x y =>
    (h.1.val 0 0 * x + h.1.val 0 1 * y) ^ 2 + (h.1.val 1 0 * x + h.1.val 1 1 * y) ^ 2
  obtain ⟨P, Q, R, hq⟩ : ∃ P Q R : ℤ, ∀ x y : ℤ,
      P * x ^ 2 + 2 * Q * x * y + R * y ^ 2 = ∑ h : H, q h x y :=
    ⟨∑ h : H, (h.1.val 0 0 ^ 2 + h.1.val 1 0 ^ 2),
      ∑ h : H, (h.1.val 0 0 * h.1.val 0 1 + h.1.val 1 0 * h.1.val 1 1),
      ∑ h : H, (h.1.val 0 1 ^ 2 + h.1.val 1 1 ^ 2), fun x y => by
        simp only [Finset.mul_sum, Finset.sum_mul, ← Finset.sum_add_distrib]
        exact Finset.sum_congr rfl fun h _ => by simp only [q]; ring⟩
  have hn : ∀ h x y, 0 ≤ q h x y := fun h x y => by simp only [q]; positivity
  have hpos : ∀ x y : ℤ, x ^ 2 + y ^ 2 ≤ P * x ^ 2 + 2 * Q * x * y + R * y ^ 2 := by
    intro x y
    have h1 : q 1 x y = x ^ 2 + y ^ 2 := by simp [q]
    rw [hq, ← h1]
    exact Finset.single_le_sum (f := fun h => q h x y) (fun h _ => hn h x y)
      (Finset.mem_univ (1 : H))
  have hinv : ∀ g ∈ H, ∀ x y : ℤ, P * (g.val 0 0 * x + g.val 0 1 * y) ^ 2
      + 2 * Q * (g.val 0 0 * x + g.val 0 1 * y) * (g.val 1 0 * x + g.val 1 1 * y)
      + R * (g.val 1 0 * x + g.val 1 1 * y) ^ 2
      = P * x ^ 2 + 2 * Q * x * y + R * y ^ 2 := by
    intro g hg x y
    rw [hq, hq]
    refine Eq.trans ?_ (Equiv.sum_comp (Equiv.mulRight (⟨g, hg⟩ : H)) (fun h => q h x y))
    refine Finset.sum_congr rfl fun h _ => ?_
    simp only [q, Equiv.coe_mulRight, Subgroup.coe_mul, Units.val_mul, Matrix.mul_apply,
      Fin.sum_univ_two]
    ring
  have hP : 0 < P := by linarith [hpos 1 0]
  have hD : 0 < P * R - Q ^ 2 := by
    have h : 0 < P * (P * R - Q ^ 2) := by
      nlinarith [hpos (-Q) P, sq_nonneg Q, pow_pos hP 2]
    exact (mul_pos_iff_of_pos_left hP).1 h
  have hDR : (0 : ℝ) < P * R - Q ^ 2 := by exact_mod_cast hD
  have hPR : (0 : ℝ) < P := by exact_mod_cast hP
  have hPC : (P : ℂ) ≠ 0 := by exact_mod_cast hP.ne'
  -- τ is the root of the form in the upper half plane
  obtain ⟨s, hs0, hs⟩ : ∃ s : ℝ, 0 < s ∧ s ^ 2 = P * R - Q ^ 2 :=
    ⟨√(P * R - Q ^ 2), Real.sqrt_pos.2 hDR, Real.sq_sqrt hDR.le⟩
  have hsC : (s : ℂ) ^ 2 = P * R - Q ^ 2 := by exact_mod_cast congrArg Complex.ofReal hs
  obtain ⟨τ, hτ⟩ : ∃ τ : ℂ, (P : ℂ) * τ = -Q + s * Complex.I :=
    ⟨(-Q + s * Complex.I) / P, by field_simp⟩
  have him : (P : ℝ) * τ.im = s := by simpa using congrArg Complex.im hτ
  have hroot : (P : ℂ) * τ ^ 2 + 2 * Q * τ + R = 0 := by
    apply mul_left_cancel₀ hPC
    linear_combination (P * τ + Q + s * Complex.I) * hτ + (s : ℂ) ^ 2 * Complex.I_sq - hsC
  refine ⟨τ, (mul_pos_iff_of_pos_left hPR).1 (by rw [him]; exact hs0), fun g hg => ?_⟩
  have i10 := hinv g hg 1 0
  have i01 := hinv g hg 0 1
  have i11 := hinv g hg 1 1
  have hd := hdet g hg
  rw [Matrix.det_fin_two] at hd
  generalize g.val 0 0 = a at i10 i01 i11 hd ⊢
  generalize g.val 0 1 = b at i10 i01 i11 hd ⊢
  generalize g.val 1 0 = c at i10 i01 i11 hd ⊢
  generalize g.val 1 1 = d at i10 i01 i11 hd ⊢
  have e1 : a * b * P + (a * d + b * c) * Q + c * d * R = Q := by linarith
  have e3 : P * (d - a) = 2 * c * Q := by
    linear_combination (-d) * i10 + c * e1 + (a * P + c * Q) * hd
  have e4 : -(c * R) = b * P := by
    linear_combination (-d) * e1 + c * i01 + (b * P + d * Q) * hd
  have e3C : (P : ℂ) * (d - a) = 2 * c * Q := by exact_mod_cast e3
  have e4C : -((c : ℂ) * R) = b * P := by exact_mod_cast e4
  apply mul_left_cancel₀ hPC
  linear_combination (-(c : ℂ)) * hroot - τ * e3C - e4C

/-- The elements of a finite group of lattice rotations (determinant 1) are faithfully represented
by complex numbers `μ` that solve the characteristic equation `μ² - (tr g) μ + 1 = 0`. -/
theorem rotation_phase (H : Subgroup LatticeOp) [Finite H]
    (hdet : ∀ g ∈ H, g.val.det = 1) :
    ∃ φ : H →* ℂ, Function.Injective φ ∧
      ∀ h : H, φ h ^ 2 - ((h.1.val.trace : ℤ) : ℂ) * φ h + 1 = 0 := by
  obtain ⟨τ, hτ, hfix⟩ := common_eigenvector H hdet
  -- 1 and τ are linearly independent over the integers
  have ind : ∀ m n : ℤ, (m : ℂ) * τ + n = 0 → m = 0 ∧ n = 0 := by
    intro m n h
    have him : (m : ℝ) * τ.im = 0 := by simpa using congrArg Complex.im h
    have hm : m = 0 := by exact_mod_cast (mul_eq_zero.1 him).resolve_right hτ.ne'
    subst hm
    exact ⟨rfl, by simpa using h⟩
  let φ : H →* ℂ :=
    { toFun := fun h => (h.1.val 1 0 : ℂ) * τ + (h.1.val 1 1 : ℂ)
      map_one' := by simp
      map_mul' := fun h k => by
        simp only [Subgroup.coe_mul, Units.val_mul, Matrix.mul_apply, Fin.sum_univ_two]
        push_cast
        linear_combination (h.1.val 1 0 : ℂ) * hfix k.1 k.2 }
  refine ⟨φ, (injective_iff_map_eq_one φ).2 fun h hh => ?_, fun h => ?_⟩
  · have h1 : (h.1.val 1 0 : ℂ) * τ + (h.1.val 1 1 : ℂ) = 1 := hh
    obtain ⟨hc, hd⟩ := ind (h.1.val 1 0) (h.1.val 1 1 - 1) (by
      push_cast; linear_combination h1)
    obtain ⟨ha, hb⟩ := ind (h.1.val 0 0 - 1) (h.1.val 0 1) (by
      push_cast; linear_combination hfix h.1 h.2 + τ * h1)
    apply Subtype.ext
    apply Units.ext
    ext i j
    fin_cases i <;> fin_cases j <;> simp <;> omega
  · have hd := hdet h.1 h.2
    rw [Matrix.det_fin_two] at hd
    have hdC : (h.1.val 0 0 : ℂ) * (h.1.val 1 1 : ℂ)
        - (h.1.val 0 1 : ℂ) * (h.1.val 1 0 : ℂ) = 1 := by exact_mod_cast hd
    change ((h.1.val 1 0 : ℂ) * τ + (h.1.val 1 1 : ℂ)) ^ 2 - ((h.1.val.trace : ℤ) : ℂ)
      * ((h.1.val 1 0 : ℂ) * τ + (h.1.val 1 1 : ℂ)) + 1 = 0
    rw [Matrix.trace_fin_two]
    push_cast
    linear_combination (-(h.1.val 1 0 : ℂ)) * hfix h.1 h.2 - hdC

/-- A finite group of lattice rotations (determinant 1) is cyclic, of order 1, 2, 3, 4 or 6. -/
theorem rotation_group (H : Subgroup LatticeOp) [Finite H]
    (hdet : ∀ g ∈ H, g.val.det = 1) :
    IsCyclic H ∧ Nat.card H ∈ ({1, 2, 3, 4, 6} : Finset ℕ) := by
  obtain ⟨φ, hφ, hchar⟩ := rotation_phase H hdet
  have hcyc : IsCyclic H := isCyclic_of_injective_ringHom φ hφ
  refine ⟨hcyc, ?_⟩
  obtain ⟨g, hg⟩ := IsCyclic.exists_generator (α := H)
  rw [← orderOf_eq_card_of_forall_mem_zpowers hg]
  have hpow : φ g ^ orderOf g = 1 := by rw [← map_pow, pow_orderOf_eq_one, map_one]
  have hμ : ‖φ g‖ = 1 := (pow_eq_one_iff_of_nonneg (norm_nonneg _) (orderOf_pos g).ne').1
    (by rw [← norm_pow, hpow, norm_one])
  have back : ∀ k : ℕ, φ g ^ k = 1 → orderOf g ∣ k := fun k hk =>
    orderOf_dvd_of_pow_eq_one (hφ (by rw [map_pow, hk, map_one]))
  have h := hchar g
  generalize g.1.val.trace = t at h
  generalize φ g = μ at h hμ back
  -- the eigenvalue μ has modulus 1, so the integer trace t lies between -2 and 2
  have ht : |(t : ℝ)| ≤ 2 := by
    calc |(t : ℝ)| = ‖(t : ℂ) * μ‖ := by rw [norm_mul, hμ, mul_one, Complex.norm_intCast]
      _ = ‖μ ^ 2 + 1‖ := by congr 1; linear_combination -h
      _ ≤ ‖μ ^ 2‖ + ‖(1 : ℂ)‖ := norm_add_le _ _
      _ = 2 := by rw [norm_pow, hμ, norm_one]; norm_num
  have hl : -2 ≤ t := by exact_mod_cast (abs_le.1 ht).1
  have hu : t ≤ 2 := by exact_mod_cast (abs_le.1 ht).2
  have hroot : μ ^ 4 = 1 ∨ μ ^ 6 = 1 := by
    have cases5 : t = -2 ∨ t = -1 ∨ t = 0 ∨ t = 1 ∨ t = 2 := by omega
    rcases cases5 with rfl | rfl | rfl | rfl | rfl <;> push_cast at h
    · have h0 : μ + 1 = 0 := (pow_eq_zero_iff two_ne_zero).1 (by linear_combination h)
      left
      linear_combination (μ - 1) * (μ ^ 2 + 1) * h0
    · right
      linear_combination (μ - 1) * (μ ^ 3 + 1) * h
    · left
      linear_combination (μ ^ 2 - 1) * h
    · right
      linear_combination (μ ^ 3 - 1) * (μ + 1) * h
    · have h0 : μ - 1 = 0 := (pow_eq_zero_iff two_ne_zero).1 (by linear_combination h)
      left
      linear_combination (μ + 1) * (μ ^ 2 + 1) * h0
  have key : ∀ n < 7, (n ∣ 4 ∨ n ∣ 6) → n ∈ ({1, 2, 3, 4, 6} : Finset ℕ) := by decide
  have hdvd : orderOf g ∣ 4 ∨ orderOf g ∣ 6 := hroot.imp (back 4) (back 6)
  refine key _ ?_ hdvd
  rcases hdvd with h4 | h6
  · have := Nat.le_of_dvd (by norm_num) h4
    omega
  · have := Nat.le_of_dvd (by norm_num) h6
    omega

/-- Every finite group of invertible integer 2 by 2 matrices has 1, 2, 3, 4, 6, 8 or 12
elements. -/
theorem card_point_group (G : Subgroup LatticeOp) [Finite G] :
    Nat.card G ∈ ({1, 2, 3, 4, 6, 8, 12} : Finset ℕ) := by
  -- the rotations are the kernel of the determinant
  let δ : G →* ℤˣ := (Units.map (Matrix.detMonoidHom : Mat →* ℤ)).comp G.subtype
  have e := δ.ker.equivMapOfInjective G.subtype G.subtype_injective
  have : Finite (δ.ker.map G.subtype) := Finite.of_equiv _ e.toEquiv
  have hK := (rotation_group (δ.ker.map G.subtype) (by
    rintro _ ⟨h, hh, rfl⟩
    exact congrArg Units.val (MonoidHom.mem_ker.1 hh))).2
  rw [← Nat.card_congr e.toEquiv] at hK
  -- the determinant is 1 or -1, so their index is 1 or 2
  have h2 : Nat.card ℤˣ = 2 := by rw [Nat.card_eq_fintype_card, Fintype.card_units_int]
  have hi := Subgroup.card_subgroup_dvd_card δ.range
  rw [h2, ← Subgroup.index_ker] at hi
  have key : ∀ m ∈ ({1, 2, 3, 4, 6} : Finset ℕ),
      m * 1 ∈ ({1, 2, 3, 4, 6, 8, 12} : Finset ℕ) ∧
      m * 2 ∈ ({1, 2, 3, 4, 6, 8, 12} : Finset ℕ) := by decide
  rw [← Subgroup.card_mul_index δ.ker]
  rcases (Nat.dvd_prime Nat.prime_two).1 hi with h | h <;> rw [h]
  · exact (key _ hK).1
  · exact (key _ hK).2

/-- Matrices assigned to the symmetries of a regular `n`-gon: powers of a matrix `A` for the
rotations, and the exchange of the two basis vectors times such powers for the reflections. -/
def polygonMatrix {n : ℕ} (A : Mat) : DihedralGroup n → Mat
  | .r i => A ^ i.val
  | .sr i => !![0, 1; 1, 0] * A ^ i.val

/-- The symmetry group of the square, acting on the square lattice. -/
def squareRep : DihedralGroup 4 →* Mat where
  toFun := polygonMatrix !![0, -1; 1, 0]
  map_one' := by decide +kernel
  map_mul' := by decide +kernel

/-- The symmetry group of the regular hexagon, acting on the hexagonal lattice. -/
def hexagonRep : DihedralGroup 6 →* Mat where
  toFun := polygonMatrix !![1, -1; 1, 0]
  map_one' := by decide +kernel
  map_mul' := by decide +kernel

/-- If a finite group acts faithfully by integer 2 by 2 matrices, the order of each of its
subgroups is the order of a finite group of lattice operations. -/
theorem realised_order {Γ : Type} [Group Γ] [Finite Γ] (f : Γ →* Mat)
    (hf : Function.Injective f) (K : Subgroup Γ) {m : ℕ} (hm : Nat.card K = m) :
    ∃ G : Subgroup LatticeOp, Finite G ∧ Nat.card G = m := by
  have hu : Function.Injective f.toHomUnits := fun a b h => hf (congrArg Units.val h)
  have e := K.equivMapOfInjective f.toHomUnits hu
  exact ⟨K.map f.toHomUnits, Finite.of_equiv _ e.toEquiv,
    (Nat.card_congr e.toEquiv).symm.trans hm⟩

/-- The orders of the finite groups of invertible integer 2 by 2 matrices are exactly
1, 2, 3, 4, 6, 8 and 12. -/
theorem point_group_orders (n : ℕ) :
    (∃ G : Subgroup LatticeOp, Finite G ∧ Nat.card G = n) ↔
      n ∈ ({1, 2, 3, 4, 6, 8, 12} : Finset ℕ) := by
  constructor
  · rintro ⟨G, hG, rfl⟩
    exact card_point_group G
  · intro hn
    have h4 : Function.Injective squareRep := by decide +kernel
    have h6 : Function.Injective hexagonRep := by decide +kernel
    -- rotations of the hexagon by multiples of 60 degrees
    have rot : ∀ (i : ZMod 6) (m : ℕ), 6 / Nat.gcd 6 i.val = m →
        ∃ G : Subgroup LatticeOp, Finite G ∧ Nat.card G = m := fun i m hm =>
      realised_order hexagonRep h6 (Subgroup.zpowers (DihedralGroup.r i))
        (by rw [Nat.card_zpowers, DihedralGroup.orderOf_r, hm])
    simp only [Finset.mem_insert, Finset.mem_singleton] at hn
    rcases hn with rfl | rfl | rfl | rfl | rfl | rfl | rfl
    · exact rot 0 1 (by decide +kernel)
    · exact rot 3 2 (by decide +kernel)
    · exact rot 2 3 (by decide +kernel)
    · exact realised_order squareRep h4 (Subgroup.zpowers (DihedralGroup.r 1))
        (by rw [Nat.card_zpowers, DihedralGroup.orderOf_r]; decide +kernel)
    · exact rot 1 6 (by decide +kernel)
    · exact realised_order squareRep h4 ⊤ (by rw [Subgroup.card_top, DihedralGroup.nat_card])
    · exact realised_order hexagonRep h6 ⊤ (by rw [Subgroup.card_top, DihedralGroup.nat_card])

end PlanePointGroups
```

```lean
#print axioms PlanePointGroups.card_point_group
#print axioms PlanePointGroups.point_group_orders
```

```
'PlanePointGroups.card_point_group' depends on axioms: [propext, Classical.choice, Quot.sound]
'PlanePointGroups.point_group_orders' depends on axioms: [propext, Classical.choice, Quot.sound]
```

## From the invariant form to the seven numbers in Lean

`common_eigenvector` constructs \(F\) in `hq`. `hpos` keeps only the identity term of the sum, and `hinv` reindexes the sum by right multiplication. Evaluating the invariance at \((1,0)\), \((0,1)\) and \((1,1)\) yields the matrix relations; `e3` and `e4` are the two used above. The last `linear_combination` combines them with the equation for \(\tau\).

`rotation_phase` packages \(\mu\) as the homomorphism `φ`. Its auxiliary statement `ind` is the imaginary-part argument, which proves injectivity.

`rotation_group` obtains cyclicity from Mathlib's `isCyclic_of_injective_ringHom`, in place of counting roots of unity. Then `ht` bounds the trace, `rcases` runs through its five values, and `back` uses injectivity to turn \(\mu^k=1\) into a divisibility statement for the order of the generator.

`card_point_group` applies this to the kernel of the determinant `δ`, whose index divides 2.

For the converse, `squareRep` and `hexagonRep` assign matrices to the abstract symmetries of the polygons, where `r i` is a rotation and `sr i` a reflection. `decide +kernel` checks all products, and later the injectivity, by finite computation. `realised_order` carries any subgroup over to lattice operations without changing its number of elements. `point_group_orders` joins the two directions, choosing a subgroup for each of the seven numbers.
